# Davidson search spaces stay in the symmetry sector of their guesses when matrix and preconditioner commute with the symmetry

An EOM-CC root search can converge every root it was asked for and still omit the lowest excited state, if all its guess vectors lie in one symmetry sector and that state lies in another. The file below shows that, in exact arithmetic, further iterations do not repair this when the matrix and the diagonal preconditioner both commute with the symmetry.

```lean
import Mathlib

open Matrix
open scoped ComplexOrder

namespace DavidsonSymmetry

variable {n : Type*} [Fintype n] [DecidableEq n]

/-- The symmetry sector of `G` with label `c`: all vectors with `G v = c v`. -/
def sector (G : Matrix n n ℂ) (c : ℂ) : Submodule ℂ (n → ℂ) where
  carrier := {v | G *ᵥ v = c • v}
  add_mem' := by
    intro u v hu hv
    change G *ᵥ (u + v) = c • (u + v)
    change G *ᵥ u = c • u at hu
    change G *ᵥ v = c • v at hv
    rw [Matrix.mulVec_add, hu, hv, smul_add]
  zero_mem' := by simp
  smul_mem' := by
    intro r v hv
    change G *ᵥ (r • v) = c • (r • v)
    change G *ᵥ v = c • v at hv
    rw [Matrix.mulVec_smul, hv, smul_comm]

/-- `t` is the Davidson correction of `v` at shift `z`: it solves `(D - z) t = (M - z) v`,
where `D` has diagonal `d` and `z` differs from every diagonal entry. -/
def IsCorrection (M : Matrix n n ℂ) (d : n → ℂ) (z : ℂ) (v t : n → ℂ) : Prop :=
  (∀ i, d i ≠ z) ∧ diagonal d *ᵥ t - z • t = M *ᵥ v - z • v

/-- A Davidson run from the guesses `B`: each new search space lies in the current one
enlarged by corrections of its vectors, so block expansions and restarts are allowed. -/
structure IsDavidsonRun (M : Matrix n n ℂ) (d : n → ℂ) (B : Set (n → ℂ))
    (V : ℕ → Submodule ℂ (n → ℂ)) : Prop where
  start : V 0 = Submodule.span ℂ B
  step : ∀ k, ∃ T : Set (n → ℂ),
    (∀ t ∈ T, ∃ z : ℂ, ∃ v ∈ V k, IsCorrection M d z v t) ∧
      V (k + 1) ≤ V k ⊔ Submodule.span ℂ T

/-- If `G` commutes with `M` and with the diagonal preconditioner, the correction of a
vector in a symmetry sector lies in the same sector. -/
theorem correction_mem_sector {G M : Matrix n n ℂ} {d : n → ℂ} {c z : ℂ} {v t : n → ℂ}
    (hM : G * M = M * G) (hD : G * diagonal d = diagonal d * G)
    (hv : v ∈ sector G c) (h : IsCorrection M d z v t) : t ∈ sector G c := by
  obtain ⟨hz, ht⟩ := h
  change G *ᵥ v = c • v at hv
  change G *ᵥ t = c • t
  have hDt : G *ᵥ (diagonal d *ᵥ t) = diagonal d *ᵥ (G *ᵥ t) := by
    rw [Matrix.mulVec_mulVec, Matrix.mulVec_mulVec, hD]
  have hMv : G *ᵥ (M *ᵥ v) = M *ᵥ (G *ᵥ v) := by
    rw [Matrix.mulVec_mulVec, Matrix.mulVec_mulVec, hM]
  -- Apply the symmetry to both sides of the correction equation.
  have key : diagonal d *ᵥ (G *ᵥ t) - z • (G *ᵥ t) = c • (diagonal d *ᵥ t - z • t) := by
    calc diagonal d *ᵥ (G *ᵥ t) - z • (G *ᵥ t)
        = G *ᵥ (diagonal d *ᵥ t - z • t) := by
          rw [Matrix.mulVec_sub, Matrix.mulVec_smul, hDt]
      _ = G *ᵥ (M *ᵥ v - z • v) := by rw [ht]
      _ = c • (M *ᵥ v - z • v) := by
          rw [Matrix.mulVec_sub, Matrix.mulVec_smul, hMv, hv, Matrix.mulVec_smul,
            smul_sub, smul_comm z c]
      _ = c • (diagonal d *ᵥ t - z • t) := by rw [ht]
  -- Cancel the nonzero denominators component by component.
  ext i
  have hi := congrFun key i
  simp only [Pi.sub_apply, Pi.smul_apply, smul_eq_mul, Matrix.mulVec_diagonal] at hi
  apply mul_left_cancel₀ (sub_ne_zero.mpr (hz i))
  simp only [Pi.smul_apply, smul_eq_mul]
  linear_combination hi

/-- If `G` commutes with `M` and the diagonal preconditioner, and all guesses have
`G`-eigenvalue `c`, then every Davidson search space stays in that sector. -/
theorem search_space_le_sector {G M : Matrix n n ℂ} {d : n → ℂ} {c : ℂ}
    {B : Set (n → ℂ)} {V : ℕ → Submodule ℂ (n → ℂ)}
    (hM : G * M = M * G) (hD : G * diagonal d = diagonal d * G)
    (hB : ∀ b ∈ B, G *ᵥ b = c • b) (hV : IsDavidsonRun M d B V) (k : ℕ) :
    V k ≤ sector G c := by
  induction k with
  | zero =>
    rw [hV.start]
    exact Submodule.span_le.mpr hB
  | succ k ih =>
    obtain ⟨T, hT, hle⟩ := hV.step k
    refine hle.trans (sup_le ih (Submodule.span_le.mpr ?_))
    intro t ht
    obtain ⟨z, v, hv, hc⟩ := hT t ht
    exact correction_mem_sector hM hD (ih hv) hc

/-- If `G` commutes with `M` and the diagonal preconditioner, and all guesses have `G`-eigenvalue
`c`, then a nonzero vector with a `G`-eigenvalue other than that of the guesses is in no search
space of the run. -/
theorem other_sector_missed {G M : Matrix n n ℂ} {d : n → ℂ} {c c' : ℂ}
    {B : Set (n → ℂ)} {V : ℕ → Submodule ℂ (n → ℂ)} {x : n → ℂ}
    (hM : G * M = M * G) (hD : G * diagonal d = diagonal d * G)
    (hB : ∀ b ∈ B, G *ᵥ b = c • b) (hV : IsDavidsonRun M d B V)
    (hx0 : x ≠ 0) (hx : G *ᵥ x = c' • x) (hc : c' ≠ c) (k : ℕ) : x ∉ V k := by
  intro hk
  have hs : G *ᵥ x = c • x := search_space_le_sector hM hD hB hV k hk
  have h0 : (c' - c) • x = 0 := by rw [sub_smul, ← hx, ← hs, sub_self]
  exact (smul_eq_zero.mp h0).elim (sub_ne_zero.mpr hc) hx0

/-- If `G` is Hermitian and commutes with `M` and the diagonal preconditioner, and all guesses have
`G`-eigenvalue `c`, then a vector with another `G`-eigenvalue has zero overlap with every vector of
every search space. -/
theorem other_sector_overlap_zero {G M : Matrix n n ℂ} {d : n → ℂ} {c c' : ℂ}
    {B : Set (n → ℂ)} {V : ℕ → Submodule ℂ (n → ℂ)} {x v : n → ℂ}
    (hG : G.IsHermitian) (hM : G * M = M * G) (hD : G * diagonal d = diagonal d * G)
    (hB : ∀ b ∈ B, G *ᵥ b = c • b) (hV : IsDavidsonRun M d B V)
    (hx : G *ᵥ x = c' • x) (hc : c' ≠ c) {k : ℕ} (hv : v ∈ V k) :
    star x ⬝ᵥ v = 0 := by
  by_cases hx0 : x = 0
  · simp [hx0]
  have hs : G *ᵥ v = c • v := search_space_le_sector hM hD hB hV k hv
  have hleft : star x ᵥ* G = star c' • star x := by
    have h := Matrix.star_mulVec G x
    rw [hG.eq, hx, star_smul] at h
    exact h.symm
  have adj : ∀ u, star x ⬝ᵥ (G *ᵥ u) = star c' * (star x ⬝ᵥ u) := by
    intro u
    rw [Matrix.dotProduct_mulVec, hleft, smul_dotProduct, smul_eq_mul]
  have hn : star x ⬝ᵥ x ≠ 0 := by
    intro h
    apply hx0
    apply dotProduct_star_self_eq_zero.mp
    simpa only [dotProduct_comm] using h
  -- The eigenvalue of a Hermitian symmetry is real.
  have h1 := adj x
  rw [hx, dotProduct_smul, smul_eq_mul] at h1
  have hreal : c' = star c' := mul_right_cancel₀ hn h1
  have h2 := adj v
  rw [hs, dotProduct_smul, smul_eq_mul, ← hreal] at h2
  have h3 : (c' - c) * (star x ⬝ᵥ v) = 0 := by linear_combination -h2
  exact (mul_eq_zero.mp h3).resolve_left (sub_ne_zero.mpr hc)

/-- Two equivalent configurations of energy `a` and coupling `k`, each coupled by `h` to a
third configuration of energy `e`. -/
def model (a k h e : ℂ) : Matrix (Fin 3) (Fin 3) ℂ := !![a, k, h; k, a, h; h, h, e]

/-- The diagonal of the three-configuration model. -/
def modelDiag (a e : ℂ) : Fin 3 → ℂ := ![a, a, e]

/-- The exchange of the two equivalent configurations. -/
def exchange : Matrix (Fin 3) (Fin 3) ℂ := !![0, 1, 0; 1, 0, 0; 0, 0, 1]

/-- The exchange commutes with the model matrix and with its diagonal. -/
theorem exchange_commutes_witness (a k h e : ℂ) :
    exchange * model a k h e = model a k h e * exchange ∧
      exchange * diagonal (modelDiag a e) = diagonal (modelDiag a e) * exchange := by
  constructor <;> ext i j <;> fin_cases i <;> fin_cases j <;>
    simp [exchange, model, modelDiag, Matrix.mul_apply, Fin.sum_univ_succ,
      Matrix.diagonal_apply]

/-- The antisymmetric state is an eigenvector of energy `a - k`, and every Davidson run from
the symmetric guess misses it, whatever the values of `a` and `k`. -/
theorem antisymmetric_state_missed (a k h e : ℂ) {V : ℕ → Submodule ℂ (Fin 3 → ℂ)}
    (hV : IsDavidsonRun (model a k h e) (modelDiag a e) {![1, 1, 0]} V) :
    model a k h e *ᵥ ![1, -1, 0] = (a - k) • ![1, -1, 0] ∧ ∀ j, ![1, -1, 0] ∉ V j := by
  constructor
  · ext i
    fin_cases i <;> simp [model, Matrix.mulVec, dotProduct, Fin.sum_univ_succ] <;> ring
  · intro j
    obtain ⟨hM, hD⟩ := exchange_commutes_witness a k h e
    refine other_sector_missed (c := 1) (c' := -1) hM hD ?_ hV ?_ ?_ (by norm_num) j
    · intro b hb
      rw [Set.mem_singleton_iff.mp hb]
      ext i
      fin_cases i <;> simp [exchange, Matrix.mulVec, dotProduct, Fin.sum_univ_succ]
    · intro h0
      have := congrFun h0 0
      simp at this
    · ext i
      fin_cases i <;> simp [exchange, Matrix.mulVec, dotProduct, Fin.sum_univ_succ]

/-- Search spaces that begin with the symmetric guess and then also contain the third
configuration. -/
def grownSpace : ℕ → Submodule ℂ (Fin 3 → ℂ)
  | 0 => Submodule.span ℂ {![1, 1, 0]}
  | _ + 1 => Submodule.span ℂ {![1, 1, 0]} ⊔ Submodule.span ℂ {![0, 0, 2]}

/-- These spaces form a Davidson run for the model with `a = 0`, `k = h = 1`, `e = 2`, and
the added vector is not in the initial space. -/
theorem davidson_run_witness :
    IsDavidsonRun (model 0 1 1 2) (modelDiag 0 2) {![1, 1, 0]} grownSpace ∧
      ![0, 0, 2] ∉ grownSpace 0 := by
  refine ⟨⟨rfl, ?_⟩, ?_⟩
  · intro j
    rcases j with _ | j
    · refine ⟨{![0, 0, 2]}, ?_, le_rfl⟩
      intro t ht
      rw [Set.mem_singleton_iff.mp ht]
      refine ⟨1, ![1, 1, 0], Submodule.mem_span_singleton_self _, ?_, ?_⟩
      · intro i
        fin_cases i <;> norm_num [modelDiag]
      · ext i
        fin_cases i <;> norm_num [model, modelDiag, Matrix.mulVec, dotProduct,
          Fin.sum_univ_succ, Matrix.diagonal_apply]
    · exact ⟨∅, by simp, le_sup_left⟩
  · intro h
    obtain ⟨r, hr⟩ := Submodule.mem_span_singleton.mp h
    have := congrFun hr 2
    simp at this

/-- With `h = 0`, `k ≠ 0` and `e ≠ a + k`, the correction of the first configuration at shift
`a + k` is the antisymmetric state. -/
theorem broken_symmetry_guess_finds_state (a k e : ℂ) (hk : k ≠ 0) (he : e ≠ a + k) :
    IsCorrection (model a k 0 e) (modelDiag a e) (a + k) ![1, 0, 0] ![1, -1, 0] := by
  constructor
  · intro i
    fin_cases i <;> simp [modelDiag, hk, he]
  · ext i
    fin_cases i <;> simp [model, modelDiag, Matrix.mulVec, dotProduct,
      Matrix.diagonal_apply]

end DavidsonSymmetry
```

```lean
#print axioms DavidsonSymmetry.search_space_le_sector
#print axioms DavidsonSymmetry.other_sector_overlap_zero
#print axioms DavidsonSymmetry.antisymmetric_state_missed
#print axioms DavidsonSymmetry.broken_symmetry_guess_finds_state
```

```
'DavidsonSymmetry.search_space_le_sector' depends on axioms: [propext, Classical.choice, Quot.sound]
'DavidsonSymmetry.other_sector_overlap_zero' depends on axioms: [propext, Classical.choice, Quot.sound]
'DavidsonSymmetry.antisymmetric_state_missed' depends on axioms: [propext, Classical.choice, Quot.sound]
'DavidsonSymmetry.broken_symmetry_guess_finds_state' depends on axioms: [propext, Classical.choice, Quot.sound]
```

## Matrix, symmetry and search space

The matrix $M$ stands for the similarity-transformed Hamiltonian in a finite basis of excitations, and a vector $v$ holds the amplitudes of a trial state. $M$ need not be Hermitian. The matrix $G$ represents a symmetry such as a reflection or a spin exchange, and `sector G c` is the subspace of vectors with $Gv=cv$.

The preconditioner is a diagonal matrix $D$ with entries $d_i$, usually an approximation to $M$ that is cheap to invert after a shift. `IsCorrection M d z v t` says that $d_i\neq z$ for every $i$ and that

$$(D-z)\,t=(M-z)\,v .$$

When $v$ is a normalised Ritz vector and $z$ its Ritz value, the right-hand side is the residual. The definition allows any $v$ in the current space and any admissible complex $z$. The overall sign of $t$ does not affect the span.

In `IsDavidsonRun`, the space $V_0$ is the span of the guesses $B$, and $V_{k+1}$ lies inside $V_k$ enlarged by a set $T$ of corrections. Because only inclusion is required, the definition admits block expansions, discarded vectors and restarts from a smaller part of the space. It says nothing about how Ritz pairs are selected or whether they converge.

Two commutation conditions are assumed. $GM=MG$ says that the effective Hamiltonian has the symmetry, which holds in EOM-CC when the Hamiltonian, the reference, the cluster amplitudes and the chosen excitation space all respect it. $GD=DG$ says that the preconditioner has it too: whenever $G_{ij}\neq0$, the entries $d_i$ and $d_j$ must be equal. This is automatic if $G$ is diagonal, as for reflection labels in a symmetry-adapted basis. For a symmetry that mixes basis configurations it is a real restriction on the denominators.

## Why a correction keeps the symmetry label

Let $Gv=cv$ and let $t$ be a correction of $v$. Applying $G$ to the correction equation and commuting it through both sides gives

$$(D-z)Gt=G(M-z)v=(M-z)Gv=c\,(M-z)v=c\,(D-z)t .$$

Hence $(D-z)(Gt-ct)=0$, or in components

$$(d_i-z)\bigl((Gt)_i-c\,t_i\bigr)=0 .$$

No factor $d_i-z$ vanishes, so $Gt=ct$. This is `correction_mem_sector`. Its intermediate equation `key` is the chain above, and `mul_left_cancel₀` removes the denominator from each component.

The theorem `search_space_le_sector` extends this to the whole run by induction. The guesses lie in the sector, so their span $V_0$ does. If $V_k$ does, then so do all corrections of its vectors, and therefore the enlarged space and its subspace $V_{k+1}$.

Now let $x\neq0$ satisfy $Gx=c'x$ with $c'\neq c$. If $x$ were in $V_k$, then also $Gx=cx$, so $(c'-c)x=0$ and $x=0$, a contradiction. This is `other_sector_missed`. No energy enters the argument, so it applies to an eigenvector of $M$ however low its eigenvalue. What is excluded is the vector: the same energy may still appear if a state in the guessed sector happens to be degenerate with it.

## Zero overlap for a Hermitian symmetry

Absence from a subspace does not by itself mean zero overlap with it. `other_sector_overlap_zero` obtains the stronger statement when $G$ is Hermitian. For $x\neq0$, Hermiticity gives $x^\dagger Gu=c'^{*}x^\dagger u$ for every $u$, which is `adj` in the proof. Setting $u=x$ shows that $c'$ is real. Setting $u=v$ with $v\in V_k$ then gives

$$c\,x^\dagger v=x^\dagger Gv=c'\,x^\dagger v ,$$

so $x^\dagger v=0$. The case $x=0$ is immediate. In Lean the overlap is `star x ⬝ᵥ v`, a product of amplitude vectors. It is not the overlap of the EOM-CC wave functions, which also contain the exponential of the cluster operator.

## A missed state in three configurations

The example has two equivalent open-shell configurations of energy $a$, coupled to each other by $k$ and to a third configuration of energy $e$ by $h$:

$$M=\begin{pmatrix}a&k&h\\k&a&h\\h&h&e\end{pmatrix}.$$

Here $k$ is a coupling, and the iterations are numbered by $j$. `exchange` swaps the first two configurations, and an entrywise check shows that it commutes with $M$ and with its diagonal. The guess $(1,1,0)/\sqrt2$ has exchange eigenvalue $1$, while the state $(1,-1,0)/\sqrt2$ has eigenvalue $-1$ and energy $a-k$. The code omits the factors $1/\sqrt2$. By `antisymmetric_state_missed`, no run from this guess with the diagonal of $M$ as preconditioner ever contains the antisymmetric state, whatever the parameters.

`davidson_run_witness` gives a run that really grows. For $a=0$, $k=h=1$, $e=2$ and $z=1$, the unnormalised guess $v=(1,1,0)$ gives

$$(M-1)v=(0,0,2),\qquad D-1=\operatorname{diag}(-1,-1,1),$$

so $t=(0,0,2)$, which is not a multiple of $v$. Later steps add nothing. The resulting space is the entire symmetric sector, where diagonalising $M$ by hand gives the energies $0$ and $3$. Both roots are exact, yet the lowest state of the matrix is the antisymmetric one, at $-1$.

## What a symmetry-broken guess changes

The single configuration $(1,0,0)$ is not an eigenvector of the exchange. For $h=0$, $k\neq0$ and $e\neq a+k$, the shift $z=a+k$ gives

$$(M-z)v=(-k,k,0),\qquad D-z=\operatorname{diag}(-k,-k,e-a-k),$$

and the correction is exactly $(1,-1,0)$, as `broken_symmetry_guess_finds_state` states. The shift is chosen for the example: the Ritz value of this guess is $a$, at which the first two denominators vanish.

For EOM-CC practice, when both commutation conditions hold and there are no rounding errors, a search whose guesses all lie in one sector cannot reach a state of another. The same argument covers guesses spread over several sectors, although the file does not state this case: the correction is linear in $v$, so it can be taken sector by sector, and a sector in which no guess has a component is never reached. Rounding can introduce small components from other sectors, but a search should not rely on them.
